# For negative definite H, every local minimizer of the one-orbital functional (2 − ‖c‖²)⟨c,Hc⟩ is a ground state

Suppose the lowest orbital of a Hamiltonian H is sought by minimizing an energy over its coefficients. The run stops at a point where no small change lowers the energy. If that point is only a local minimum, the reported energy is too high, the orbital is wrong, and comparing it with the energies of nearby points does not reveal the fault. Dropping the normalization constraint adds a second risk, since the minimizer may not even have norm 1.

The orbital minimization method drops the constraint by using, for one orbital c,

E(c) = (2 − ‖c‖²)⟨c,Hc⟩.

The factor 2 − ‖c‖² is the first-order expansion of 1/‖c‖² about ‖c‖² = 1. Let H be real, symmetric and negative definite on a space of positive dimension. Then neither failure occurs: a local minimizer of E is a global minimizer, has norm 1, and is an eigenvector for the lowest eigenvalue.

For a symmetric matrix, negative definiteness means that the zero of energy lies above every eigenvalue. This can be arranged by subtracting a large enough multiple of the identity, which leaves the eigenvectors unchanged.

## From slope and curvature to the lowest eigenvalue

Move from c along a direction d with step length t. By symmetry of H,

‖c + td‖² = ‖c‖² + 2t⟨c,d⟩ + t²‖d‖²
⟨c + td, H(c + td)⟩ = ⟨c,Hc⟩ + 2t⟨d,Hc⟩ + t²⟨d,Hd⟩.

Multiplying out gives E(c + td) = E(c) + at + bt² + pt³ + qt⁴, with

a = 2[(2 − ‖c‖²)⟨d,Hc⟩ − ⟨c,d⟩⟨c,Hc⟩]
b = (2 − ‖c‖²)⟨d,Hd⟩ − 4⟨c,d⟩⟨d,Hc⟩ − ‖d‖²⟨c,Hc⟩
p = −2⟨c,d⟩⟨d,Hd⟩ − 2‖d‖²⟨d,Hc⟩
q = −‖d‖²⟨d,Hd⟩.

At a local minimizer at + bt² + pt³ + qt⁴ ≥ 0 for small t of either sign. Dividing by t > 0 and letting t → 0 gives a ≥ 0; doing the same with t < 0 gives a ≤ 0. So a = 0, and dividing by t² then gives b ≥ 0. This holds for every d.

**The origin is excluded.** At c = 0 the curvature coefficient is b = 2⟨d,Hd⟩, which is negative for any d ≠ 0.

**The norm is 1.** For d = c, the condition a = 0 reads

(2 − ‖c‖²)⟨c,Hc⟩ = ‖c‖²⟨c,Hc⟩.

Since ⟨c,Hc⟩ ≠ 0, it follows that ‖c‖² = 1.

**c is an eigenvector.** Write ε = ⟨c,Hc⟩. Now a = 0 says ⟨d,Hc⟩ = ε⟨d,c⟩ for all d, so Hc = εc.

**ε bounds the quadratic form.** For any x, let y = x − ⟨c,x⟩c, which is orthogonal to c. Then b ≥ 0 along y reads ⟨y,Hy⟩ − ε‖y‖² ≥ 0. Using Hc = εc,

⟨y,Hy⟩ = ⟨x,Hx⟩ − ε⟨c,x⟩²
‖y‖² = ‖x‖² − ⟨c,x⟩².

The terms in ⟨c,x⟩² cancel, leaving

ε‖x‖² ≤ ⟨x,Hx⟩ for all x.

**ε is the lowest eigenvalue.** If Hv = μv with v ≠ 0, the bound gives ε‖v‖² ≤ μ‖v‖², so ε ≤ μ.

**c is a global minimizer.** Here E(c) = ε < 0. Put n = ‖x‖². If n ≤ 2, then

E(x) ≥ (2 − n)nε = ε − ε(n − 1)² ≥ ε.

If n ≥ 2, both factors of E(x) are nonpositive, so E(x) ≥ 0 > ε.

## Two levels, at −3 and −1

Take H = diag(−3, −1). The excited state c = (0,1) has E = −1 and zero slope, but along d = (1,0)

E(t,1) = (1 − t²)(−3t² − 1) = −1 − 2t² + 3t⁴,

so the energy falls at once; at t = 1/2 it is −1.3125. The state c = (1,0) has E = −3. There the curvature coefficient b is 2 along (0,1) and 12 along (1,0), as a minimum requires.

## The functional on a real inner-product space

The development is stated for a linear map `H` on a real inner-product space `V`. A real symmetric m × m matrix with m ≥ 1, acting on ℝᵐ with the Euclidean inner product, is a special case. Neither finite dimension nor completeness is assumed.

In Lean 4 with Mathlib:

```lean
import Mathlib

open Filter Topology
open scoped InnerProductSpace

namespace OrbitalMinimizationLandscape

variable {V : Type*} [NormedAddCommGroup V] [InnerProductSpace ℝ V]
```

The name `energy` denotes the functional E for vectors of any length. It agrees with the expectation value ⟨c,Hc⟩ on unit vectors.

```lean
/-- The one-orbital energy functional `(2 - ‖c‖²) ⟨c, H c⟩`, defined for all vectors `c`
without a normalization constraint. -/
noncomputable def energy (H : V →ₗ[ℝ] V) (c : V) : ℝ :=
  (2 - ‖c‖ ^ 2) * ⟪c, H c⟫_ℝ
```

## The quartic along a line

The hypothesis `H.IsSymmetric` says ⟨Hx,y⟩ = ⟨x,Hy⟩. In the proof, `hs` uses it to identify the two cross terms, `hn` expands the squared norm, and `ring` collects powers of t into the coefficients found above.

```lean
/-- For symmetric `H`, the energy along the line `c + t d` is an explicit quartic polynomial
in the step length `t`. -/
theorem energy_line {H : V →ₗ[ℝ] V} (hH : H.IsSymmetric) (c d : V) (t : ℝ) :
    energy H (c + t • d) = energy H c
      + 2 * ((2 - ‖c‖ ^ 2) * ⟪d, H c⟫_ℝ - ⟪c, d⟫_ℝ * ⟪c, H c⟫_ℝ) * t
      + ((2 - ‖c‖ ^ 2) * ⟪d, H d⟫_ℝ - 4 * ⟪c, d⟫_ℝ * ⟪d, H c⟫_ℝ
          - ‖d‖ ^ 2 * ⟪c, H c⟫_ℝ) * t ^ 2
      + (-2 * ⟪c, d⟫_ℝ * ⟪d, H d⟫_ℝ - 2 * ‖d‖ ^ 2 * ⟪d, H c⟫_ℝ) * t ^ 3
      + (-‖d‖ ^ 2 * ⟪d, H d⟫_ℝ) * t ^ 4 := by
  have hs : ⟪c, H d⟫_ℝ = ⟪d, H c⟫_ℝ := (hH c d).symm.trans (real_inner_comm _ _)
  have hn : ‖c + t • d‖ ^ 2 = ‖c‖ ^ 2 + 2 * t * ⟪c, d⟫_ℝ + t ^ 2 * ‖d‖ ^ 2 := by
    rw [norm_add_sq_real, real_inner_smul_right, norm_smul, mul_pow, Real.norm_eq_abs, sq_abs]
    ring
  unfold energy
  rw [hn]
  simp only [map_add, map_smul, inner_add_left, inner_add_right, real_inner_smul_left,
    real_inner_smul_right, hs]
  ring
```

The next lemma concerns real polynomials only. Its hypothesis, written with `∀ᶠ t in 𝓝 (0 : ℝ)`, says that the inequality holds for all t sufficiently close to 0. The one-sided limits are taken over `Set.Ioi 0` (t > 0) and `Set.Iio 0` (t < 0). Once `h0` records a = 0, a division by t² gives the sign of b.

```lean
/-- A quartic polynomial without constant term that is nonnegative near zero has vanishing
linear and nonnegative quadratic coefficient. -/
theorem quartic_coefficients {a b p q : ℝ}
    (h : ∀ᶠ t in 𝓝 (0 : ℝ), 0 ≤ a * t + b * t ^ 2 + p * t ^ 3 + q * t ^ 4) :
    a = 0 ∧ 0 ≤ b := by
  have hc : Tendsto (fun t : ℝ => a + b * t + p * t ^ 2 + q * t ^ 3) (𝓝 0) (𝓝 a) := by
    have hcont : Continuous (fun t : ℝ => a + b * t + p * t ^ 2 + q * t ^ 3) := by fun_prop
    simpa using hcont.tendsto 0
  -- divide by `t` and approach zero from the right, then from the left
  have h1 : 0 ≤ a := by
    refine ge_of_tendsto (hc.mono_left (nhdsWithin_le_nhds (s := Set.Ioi 0))) ?_
    filter_upwards [nhdsWithin_le_nhds h, self_mem_nhdsWithin] with t ht hpos
    have hpos' : 0 < t := hpos
    refine le_of_mul_le_mul_left ?_ hpos'
    nlinarith [ht]
  have h2 : a ≤ 0 := by
    refine le_of_tendsto (hc.mono_left (nhdsWithin_le_nhds (s := Set.Iio 0))) ?_
    filter_upwards [nhdsWithin_le_nhds h, self_mem_nhdsWithin] with t ht hneg
    have hneg' : t < 0 := hneg
    refine le_of_mul_le_mul_left ?_ (neg_pos.2 hneg')
    nlinarith [ht]
  have h0 : a = 0 := le_antisymm h2 h1
  refine ⟨h0, ?_⟩
  have hb : Tendsto (fun t : ℝ => b + p * t + q * t ^ 2) (𝓝 0) (𝓝 b) := by
    have hcont : Continuous (fun t : ℝ => b + p * t + q * t ^ 2) := by fun_prop
    simpa using hcont.tendsto 0
  refine ge_of_tendsto (hb.mono_left (nhdsWithin_le_nhds (s := Set.Ioi 0))) ?_
  filter_upwards [nhdsWithin_le_nhds h, self_mem_nhdsWithin] with t ht hpos
  have hpos' : 0 < t := hpos
  refine le_of_mul_le_mul_left ?_ (pow_pos hpos' 2)
  rw [h0] at ht
  nlinarith [ht]
```

`IsLocalMin (energy H) c` means E(c) ≤ E(x) for all x in some neighbourhood of c in the norm topology. Since c + td tends to c as t → 0, this inequality passes to the line, and the two preceding results give the slope and curvature conditions in every direction.

```lean
/-- At a local minimizer of the energy of a symmetric `H`, the slope vanishes and the curvature
is nonnegative in every direction `d`. -/
theorem local_min_conditions {H : V →ₗ[ℝ] V} (hH : H.IsSymmetric) {c : V}
    (h : IsLocalMin (energy H) c) (d : V) :
    (2 - ‖c‖ ^ 2) * ⟪d, H c⟫_ℝ = ⟪c, d⟫_ℝ * ⟪c, H c⟫_ℝ ∧
    0 ≤ (2 - ‖c‖ ^ 2) * ⟪d, H d⟫_ℝ - 4 * ⟪c, d⟫_ℝ * ⟪d, H c⟫_ℝ
      - ‖d‖ ^ 2 * ⟪c, H c⟫_ℝ := by
  have hline : Tendsto (fun t : ℝ => c + t • d) (𝓝 0) (𝓝 c) := by
    have hcont : Continuous (fun t : ℝ => c + t • d) := by fun_prop
    simpa using hcont.tendsto 0
  have key := quartic_coefficients
    (a := 2 * ((2 - ‖c‖ ^ 2) * ⟪d, H c⟫_ℝ - ⟪c, d⟫_ℝ * ⟪c, H c⟫_ℝ))
    (b := (2 - ‖c‖ ^ 2) * ⟪d, H d⟫_ℝ - 4 * ⟪c, d⟫_ℝ * ⟪d, H c⟫_ℝ - ‖d‖ ^ 2 * ⟪c, H c⟫_ℝ)
    (p := -2 * ⟪c, d⟫_ℝ * ⟪d, H d⟫_ℝ - 2 * ‖d‖ ^ 2 * ⟪d, H c⟫_ℝ)
    (q := -‖d‖ ^ 2 * ⟪d, H d⟫_ℝ) (by
      filter_upwards [hline.eventually h] with t ht
      have ht' : energy H c ≤ energy H (c + t • d) := ht
      rw [energy_line hH] at ht'
      linarith)
  exact ⟨by linarith [key.1], key.2⟩
```

## The unit eigenvector and its bound

`Nontrivial V` is positive dimension, and `hneg` is negative definiteness. The conclusion has three parts: norm 1, the eigenvector equation, and the bound by ε = `⟪c, H c⟫_ℝ`.

The proof takes the directions in the same order as the derivation. An arbitrary nonzero `d` rules out the origin, `d = c` yields `hsq`, and general directions yield `hg`, from which `ext_inner_left` obtains the vector equation. For the bound, `hp`, `hk` and `hn` are the orthogonality, quadratic form and squared norm of y.

```lean
/-- For symmetric negative definite `H` on a nonzero space, a local minimizer `c` of the energy is
a unit eigenvector, and `⟨c, H c⟩` bounds `⟨x, H x⟩ / ‖x‖²` from below for all nonzero `x`. -/
theorem local_min_rayleigh [Nontrivial V] {H : V →ₗ[ℝ] V} (hH : H.IsSymmetric)
    (hneg : ∀ v, v ≠ 0 → ⟪v, H v⟫_ℝ < 0) {c : V} (h : IsLocalMin (energy H) c) :
    ‖c‖ = 1 ∧ H c = ⟪c, H c⟫_ℝ • c ∧ ∀ x, ⟪c, H c⟫_ℝ * ‖x‖ ^ 2 ≤ ⟪x, H x⟫_ℝ := by
  have cond := local_min_conditions hH h
  -- the origin has negative curvature
  have hc : c ≠ 0 := by
    intro h0
    obtain ⟨d, hd⟩ := exists_ne (0 : V)
    have h2 := (cond d).2
    simp only [h0, norm_zero, inner_zero_left, map_zero, inner_zero_right] at h2
    nlinarith [hneg d hd]
  -- the slope along `c` itself fixes the norm
  have hsq : ‖c‖ ^ 2 = 1 := by
    have h1 := (cond c).1
    rw [real_inner_self_eq_norm_sq c] at h1
    have h2 := mul_right_cancel₀ (hneg c hc).ne h1
    linarith
  have hg : ∀ x, ⟪x, H c⟫_ℝ = ⟪c, x⟫_ℝ * ⟪c, H c⟫_ℝ := by
    intro x
    have h1 := (cond x).1
    rw [hsq] at h1
    linarith
  refine ⟨by nlinarith [norm_nonneg c], ?_, ?_⟩
  · refine ext_inner_left ℝ fun d => ?_
    rw [real_inner_smul_right, real_inner_comm c d, hg d]
    ring
  · -- curvature along the component of `x` orthogonal to `c`
    intro x
    have hs : ⟪c, H x⟫_ℝ = ⟪x, H c⟫_ℝ := (hH c x).symm.trans (real_inner_comm _ _)
    have hp : ⟪c, x - ⟪c, x⟫_ℝ • c⟫_ℝ = 0 := by
      rw [inner_sub_right, real_inner_smul_right, real_inner_self_eq_norm_sq c, hsq]
      ring
    have hk : ⟪x - ⟪c, x⟫_ℝ • c, H (x - ⟪c, x⟫_ℝ • c)⟫_ℝ
        = ⟪x, H x⟫_ℝ - ⟪c, x⟫_ℝ ^ 2 * ⟪c, H c⟫_ℝ := by
      simp only [map_sub, map_smul, inner_sub_left, inner_sub_right, real_inner_smul_left,
        real_inner_smul_right, hs]
      rw [hg x]
      ring
    have hn : ‖x - ⟪c, x⟫_ℝ • c‖ ^ 2 = ‖x‖ ^ 2 - ⟪c, x⟫_ℝ ^ 2 := by
      rw [norm_sub_sq_real, real_inner_smul_right, real_inner_comm c x, norm_smul, mul_pow,
        hsq, Real.norm_eq_abs, sq_abs]
      ring
    have h2 := (cond (x - ⟪c, x⟫_ℝ • c)).2
    rw [hp, hk, hn, hsq] at h2
    nlinarith [h2]
```

## Local minimizers are ground states

The main theorem says that a local minimizer c satisfies E(c) ≤ E(x) for every x, has norm 1, and obeys Hc = εc, where ε is the least element of the set of eigenvalues. `IsLeast` includes the statement that ε is itself an eigenvalue. Degeneracy is allowed, so c need not be unique up to sign.

The global inequality is split by `le_total` at ‖x‖² = 2. In the first case `nlinarith` receives the two nonnegative products (2 − n)(⟨x,Hx⟩ − εn) and −ε(n − 1)², whose sum gives the estimate above. The last bullet applies the bound to an eigenvector and cancels its squared norm.

```lean
/-- For symmetric negative definite `H` on a nonzero space, every local minimizer of the energy is
a global minimizer and a unit eigenvector belonging to the lowest eigenvalue of `H`. -/
theorem local_min_is_ground_state [Nontrivial V] {H : V →ₗ[ℝ] V} (hH : H.IsSymmetric)
    (hneg : ∀ v, v ≠ 0 → ⟪v, H v⟫_ℝ < 0) {c : V} (h : IsLocalMin (energy H) c) :
    (∀ x, energy H c ≤ energy H x) ∧ ‖c‖ = 1 ∧
      ∃ ε : ℝ, IsLeast {μ : ℝ | Module.End.HasEigenvalue H μ} ε ∧ H c = ε • c := by
  obtain ⟨hn, he, hb⟩ := local_min_rayleigh hH hneg h
  have hc : c ≠ 0 := by
    intro h0
    simp [h0] at hn
  have hcneg := hneg c hc
  refine ⟨fun x => ?_, hn, ⟪c, H c⟫_ℝ, ⟨?_, ?_⟩, he⟩
  · have hx : ⟪x, H x⟫_ℝ ≤ 0 := by
      by_cases h0 : x = 0
      · simp [h0]
      · exact (hneg x h0).le
    unfold energy
    rw [hn]
    rcases le_total (‖x‖ ^ 2) 2 with h2 | h2
    · nlinarith [mul_nonneg (sub_nonneg.2 h2) (sub_nonneg.2 (hb x)),
        mul_nonneg (neg_nonneg.2 hcneg.le) (sq_nonneg (‖x‖ ^ 2 - 1))]
    · nlinarith [mul_nonneg (sub_nonneg.2 h2) (neg_nonneg.2 hx)]
  · exact Module.End.hasEigenvalue_of_hasEigenvector
      ⟨Module.End.mem_eigenspace_iff.2 he, hc⟩
  · intro μ hμ
    obtain ⟨v, hv⟩ := Module.End.HasEigenvalue.exists_hasEigenvector hμ
    have h1 := hb v
    rw [hv.apply_eq_smul, real_inner_smul_right, real_inner_self_eq_norm_sq v] at h1
    exact le_of_mul_le_mul_right h1 (pow_pos (norm_pos_iff.2 hv.2) 2)
```

For electronic structure, this means that an unconstrained minimization of E for one orbital of a fixed, negative definite Hamiltonian has no false minimum in which to settle. The theorem takes a local minimizer as given; it does not show that an iteration reaches one, and an iteration may stall at a saddle such as (0,1) in the example. The step to a real calculation with several occupied orbitals, where the number 2 − ‖c‖² is replaced by a matrix built from their overlaps, needs a separate argument.

## A false minimum when H has a null vector

Negative semidefiniteness is not enough. Take H = diag(−1, 0) and c = (0,2). Then E(c) = 0, and every x = (x₁,x₂) near c has ‖x‖² > 2, so

E(x) = (2 − ‖x‖²)(−x₁²) ≥ 0.

Thus c is a local minimizer, yet E(1,0) = −1.

The final theorem states this for any negative semidefinite `H` that has a null vector with ‖c‖² > 2 and some v with ⟨v,Hv⟩ < 0. Continuity of the norm keeps ‖x‖² above 2 near c, where E is a product of two nonpositive factors. The lower point is v/‖v‖, whose energy is ⟨v,Hv⟩/‖v‖² < 0.

```lean
/-- If `H` is only negative semidefinite and `⟨v, H v⟩ < 0` for some `v`, then a null vector `c` of
`H` with `‖c‖² > 2` is a local minimizer of the energy that is not a global one. -/
theorem spurious_local_min {H : V →ₗ[ℝ] V} (hneg : ∀ x, ⟪x, H x⟫_ℝ ≤ 0) {c v : V}
    (hc : H c = 0) (hlong : 2 < ‖c‖ ^ 2) (hv : ⟪v, H v⟫_ℝ < 0) :
    IsLocalMin (energy H) c ∧ ∃ x, energy H x < energy H c := by
  have h0 : energy H c = 0 := by simp [energy, hc]
  constructor
  · -- near `c` both factors of the energy are nonpositive
    have hcont : Continuous (fun x : V => ‖x‖ ^ 2) := by fun_prop
    have hev : ∀ᶠ x in 𝓝 c, 2 < ‖x‖ ^ 2 := hcont.continuousAt.eventually (lt_mem_nhds hlong)
    change ∀ᶠ x in 𝓝 c, energy H c ≤ energy H x
    filter_upwards [hev] with x hx
    rw [h0]
    exact mul_nonneg_of_nonpos_of_nonpos (by linarith) (hneg x)
  · -- the normalized `v` has negative energy
    have hv0 : v ≠ 0 := by
      intro h1
      simp [h1] at hv
    have hpos : 0 < ‖v‖ := norm_pos_iff.2 hv0
    have hn : ‖‖v‖⁻¹ • v‖ = 1 := by
      rw [norm_smul, norm_inv, norm_norm, inv_mul_cancel₀ hpos.ne']
    refine ⟨‖v‖⁻¹ • v, ?_⟩
    rw [h0]
    unfold energy
    rw [hn, map_smul, real_inner_smul_left, real_inner_smul_right]
    have hi : 0 < ‖v‖⁻¹ := inv_pos.2 hpos
    have h3 := mul_neg_of_pos_of_neg hi (mul_neg_of_pos_of_neg hi hv)
    linarith

end OrbitalMinimizationLandscape
```

```lean
#print axioms OrbitalMinimizationLandscape.local_min_is_ground_state
#print axioms OrbitalMinimizationLandscape.spurious_local_min
```

```
'OrbitalMinimizationLandscape.local_min_is_ground_state' depends on axioms: [propext, Classical.choice, Quot.sound]
'OrbitalMinimizationLandscape.spurious_local_min' depends on axioms: [propext, Classical.choice, Quot.sound]
```
